# Two strictly increasing ionization violations confine the optimally tuned range-separation parameter to the interval between their roots

A long-range-corrected range-separated hybrid functional has a parameter w, an inverse length that sets where exact exchange takes over at long range. One can choose w for a given molecule by asking that minus the HOMO energy equal the ionization energy computed from total energies. Asking this of both the neutral molecule and its anion gives two equations for one parameter, and in general no w solves both. A common compromise minimizes the sum of the squared violations. If each violation is continuous and strictly increasing for w > 0 and has a positive root, this compromise exists and lies between the two roots.

```lean
import Mathlib

open Set

namespace OptimalTuning

noncomputable section
```

## A positive parameter and two energy differences

Write ε for the HOMO energy of a species, E for its total energy and E_ion for the total energy after removal of one electron. The violation of the ionization condition is

−ε(w) − (E_ion(w) − E(w)).

```lean
/-- Violation of the ionization condition at range-separation parameter `w`: minus the HOMO
energy `eps`, less the ionization energy `Eion - E` from total energies. -/
def ionizationViolation (eps Eion E : ℝ → ℝ) (w : ℝ) : ℝ :=
  -eps w - (Eion w - E w)
```

Let f and g be two such violations, normally those of the neutral and the anion. The tuning error is

J(w) = f(w)² + g(w)².

```lean
/-- The tuning error `J = f² + g²` built from two violations of the ionization condition. -/
def tuningError (f g : ℝ → ℝ) (w : ℝ) : ℝ := f w ^ 2 + g w ^ 2
```

A parameter is tuned if it is positive and minimizes J over all positive parameters.

```lean
/-- The parameter `w` is optimally tuned: it is positive and minimizes the tuning error among
all positive parameters. -/
def IsTuned (f g : ℝ → ℝ) (w : ℝ) : Prop :=
  0 < w ∧ ∀ v, 0 < v → tuningError f g w ≤ tuningError f g v
```

The energies are arbitrary real functions of w; no functional or self-consistent calculation enters. The restriction w > 0 matters because nothing is assumed about f and g elsewhere, so values at w ≤ 0 could undercut the minimum. The examples of failure in this note are short calculations in the text, separate from the Lean theorems.

## Strict growth on either side of the roots

Strict growth (`StrictMonoOn` on `Ioi 0`) expresses a typical trend: a larger w brings in more exact exchange, which lowers the HOMO, and −ε rises faster than the total-energy difference. It is assumed here, not derived from a functional.

Let f(w1) = 0 and g(w2) = 0 with 0 < w1 ≤ w2. The ordering is only a labelling, since J is symmetric in f and g. For x < y,

J(y) − J(x) = (f(y) − f(x))(f(y) + f(x)) + (g(y) − g(x))(g(y) + g(x)).

Both differences are positive. If 0 < x < y ≤ w1, then f(x) < f(y) ≤ 0 and g(x) < g(y) ≤ 0, so both sums are negative and J falls. In the proof, `a` and `b` are the strict inequalities, `c` and `d` give the signs, and `p` and `q` are the two products, which `nlinarith` combines.

```lean
variable {f g : ℝ → ℝ} {w1 w2 : ℝ}

/-- For strictly increasing violations with positive roots, the tuning error strictly decreases on
the positive parameters up to the smaller root. -/
theorem tuningError_strictAntiOn (hf : StrictMonoOn f (Ioi 0)) (hg : StrictMonoOn g (Ioi 0))
    (h1 : 0 < w1) (h12 : w1 ≤ w2) (f0 : f w1 = 0) (g0 : g w2 = 0) :
    StrictAntiOn (tuningError f g) (Ioc 0 w1) := by
  intro x hx y hy hxy
  have h2 : 0 < w2 := lt_of_lt_of_le h1 h12
  have a : f x < f y := hf hx.1 hy.1 hxy
  have b : g x < g y := hg hx.1 hy.1 hxy
  -- both violations are still nonpositive here
  have c : f y ≤ f w1 := hf.monotoneOn hy.1 h1 hy.2
  have d : g y ≤ g w2 := hg.monotoneOn hy.1 h2 (hy.2.trans h12)
  have p := mul_pos (sub_pos.2 a) (by linarith : 0 < -(f x + f y))
  have q := mul_pos (sub_pos.2 b) (by linarith : 0 < -(g x + g y))
  show f y ^ 2 + g y ^ 2 < f x ^ 2 + g x ^ 2
  nlinarith
```

If w2 ≤ x < y, then 0 ≤ f(x) < f(y) and 0 ≤ g(x) < g(y). Both sums are positive and J rises.

```lean
/-- For strictly increasing violations with positive roots, the tuning error strictly increases from
the larger root onwards. -/
theorem tuningError_strictMonoOn (hf : StrictMonoOn f (Ioi 0)) (hg : StrictMonoOn g (Ioi 0))
    (h1 : 0 < w1) (h12 : w1 ≤ w2) (f0 : f w1 = 0) (g0 : g w2 = 0) :
    StrictMonoOn (tuningError f g) (Ici w2) := by
  intro x hx y hy hxy
  have hx' : w2 ≤ x := hx
  have h2 : 0 < w2 := lt_of_lt_of_le h1 h12
  have x0 : 0 < x := lt_of_lt_of_le h2 hx'
  have y0 : 0 < y := x0.trans hxy
  have a : f x < f y := hf x0 y0 hxy
  have b : g x < g y := hg x0 y0 hxy
  -- both violations are already nonnegative here
  have c : f w1 ≤ f x := hf.monotoneOn h1 x0 (h12.trans hx')
  have d : g w2 ≤ g x := hg.monotoneOn h2 x0 hx'
  have p := mul_pos (sub_pos.2 a) (by linarith : 0 < f x + f y)
  have q := mul_pos (sub_pos.2 b) (by linarith : 0 < g x + g y)
  show f x ^ 2 + g x ^ 2 < f y ^ 2 + g y ^ 2
  nlinarith
```

## A root for each violation

A root is a parameter at which one species satisfies its condition exactly. Without positive roots a minimum may not exist: for f(w) = g(w) = w + 1, J decreases towards w = 0 and never attains its infimum over w > 0.

The roots also decide whether the compromise is perfect. If J(w) = 0, both squares vanish, so f(w) = 0 = f(w1) and g(w) = 0 = g(w2). A strictly increasing function takes each value at most once, hence w = w1 and w = w2. Conversely, if w1 = w2, then J(w1) = 0, and a tuned w satisfies 0 ≤ J(w) ≤ J(w1) = 0. In Lean the uniqueness of each root is `hf.injOn` and `hg.injOn`.

Strictness is needed here. If f and g both vanished on all of [1, 2], one could pick w1 = 1 and w2 = 2 and still have J = 0.

```lean
/-- For strictly increasing violations with positive roots, the tuning error of a tuned parameter
vanishes exactly when the two violations have the same root. -/
theorem tuned_error_eq_zero_iff (hf : StrictMonoOn f (Ioi 0)) (hg : StrictMonoOn g (Ioi 0))
    (h1 : 0 < w1) (h2 : 0 < w2) (f0 : f w1 = 0) (g0 : g w2 = 0) {w : ℝ}
    (hw : IsTuned f g w) : tuningError f g w = 0 ↔ w1 = w2 := by
  constructor
  · intro h
    have h' : f w ^ 2 + g w ^ 2 = 0 := h
    have fw : f w = 0 := by
      apply pow_eq_zero_iff (two_ne_zero) |>.1
      nlinarith [sq_nonneg (f w), sq_nonneg (g w)]
    have gw : g w = 0 := by
      apply pow_eq_zero_iff (two_ne_zero) |>.1
      nlinarith [sq_nonneg (f w), sq_nonneg (g w)]
    -- a strictly increasing violation has only one root
    have e1 : w = w1 := hf.injOn hw.1 h1 (fw.trans f0.symm)
    have e2 : w = w2 := hg.injOn hw.1 h2 (gw.trans g0.symm)
    exact e1.symm.trans e2
  · intro h
    have hle : f w ^ 2 + g w ^ 2 ≤ f w1 ^ 2 + g w1 ^ 2 := hw.2 w1 h1
    have g1 : g w1 = 0 := by rw [h]; exact g0
    rw [f0, g1] at hle
    show f w ^ 2 + g w ^ 2 = 0
    nlinarith [sq_nonneg (f w), sq_nonneg (g w)]
```

## Continuity and the existence of a minimum

The violations are continuous when the energies follow w without jumps. Continuity can fail when a self-consistent calculation switches to another solution.

A continuous J attains a minimum on the closed, bounded interval [w1, w2], at some w. For 0 < v ≤ w1, J(v) ≥ J(w1) ≥ J(w); for v ≥ w2, J(v) ≥ J(w2) ≥ J(w). So w is a global minimizer. No minimizer lies outside the interval, because below w1 the value at w1 is strictly smaller, and above w2 the value at w2 is.

The existence proof turns on `isCompact_Icc.exists_isMinOn`. Given a nonempty interval and continuity on it, this returns a point of the interval that is minimal only relative to that interval. The monotonicity statements include the endpoints, through `Ioc 0 w1` and `Ici w2`, and this lets the proof compare any outside point with w1 or w2 and then with the minimizer.

A jump can destroy existence. Let g(w) = 10(w − 3), and let f(w) = w − 1 for w < 2 and w + 9 for w ≥ 2. Then J decreases towards 101 as w approaches 2 from below, but is at least 121 from w = 2 onwards.

```lean
/-- Optimal tuning for continuous, strictly increasing violations with positive roots: over positive
parameters the error falls up to the smaller root and rises from the larger one, a tuned parameter
exists, every tuned parameter lies between the roots, and its error is zero exactly when the roots
coincide. -/
theorem optimal_tuning (cf : ContinuousOn f (Ioi 0)) (cg : ContinuousOn g (Ioi 0))
    (hf : StrictMonoOn f (Ioi 0)) (hg : StrictMonoOn g (Ioi 0))
    (h1 : 0 < w1) (h12 : w1 ≤ w2) (f0 : f w1 = 0) (g0 : g w2 = 0) :
    StrictAntiOn (tuningError f g) (Ioc 0 w1) ∧
    StrictMonoOn (tuningError f g) (Ici w2) ∧
    (∃ w, IsTuned f g w) ∧
    ∀ w, IsTuned f g w → w ∈ Icc w1 w2 ∧ (tuningError f g w = 0 ↔ w1 = w2) := by
  have h2 : 0 < w2 := lt_of_lt_of_le h1 h12
  have hA := tuningError_strictAntiOn hf hg h1 h12 f0 g0
  have hM := tuningError_strictMonoOn hf hg h1 h12 f0 g0
  refine ⟨hA, hM, ?_, ?_⟩
  · -- minimize on the compact interval between the roots
    have hsub : Icc w1 w2 ⊆ Ioi 0 := fun x hx => lt_of_lt_of_le h1 hx.1
    have hc : ContinuousOn (tuningError f g) (Icc w1 w2) :=
      ((cf.mono hsub).pow 2).add ((cg.mono hsub).pow 2)
    obtain ⟨w, hw, hmin⟩ := isCompact_Icc.exists_isMinOn (nonempty_Icc.2 h12) hc
    have hm : ∀ v ∈ Icc w1 w2, tuningError f g w ≤ tuningError f g v := fun v hv => hmin hv
    refine ⟨w, hsub hw, fun v hv => ?_⟩
    rcases le_total v w1 with h | h
    · exact (hm w1 ⟨le_rfl, h12⟩).trans (hA.antitoneOn ⟨hv, h⟩ ⟨h1, le_rfl⟩ h)
    · rcases le_total v w2 with h' | h'
      · exact hm v ⟨h, h'⟩
      · exact (hm w2 ⟨h12, le_rfl⟩).trans (hM.monotoneOn (mem_Ici.2 le_rfl) h' h')
  · intro w hw
    refine ⟨⟨?_, ?_⟩, tuned_error_eq_zero_iff hf hg h1 h2 f0 g0 hw⟩
    · by_contra h
      have h' := not_le.1 h
      exact absurd (hw.2 w1 h1) (not_le_of_gt (hA ⟨hw.1, h'.le⟩ ⟨h1, le_rfl⟩ h'))
    · by_contra h
      have h' := not_le.1 h
      exact absurd (hw.2 w2 h2) (not_le_of_gt (hM (mem_Ici.2 le_rfl) h'.le h'))
```

The theorem's four parts are the fall, the rise, the existence of a tuned parameter, and the location and zero-error criterion for every tuned parameter. Uniqueness is not among them. For f(w) = ∛(w − 1) and g(w) = ∛(w − 2), both w = 1 and w = 2 are tuned, with J = 1.

In the smallest case, w1 = w2, the interval is a single point, which is then the only tuned parameter, with J = 0. For a one-parameter functional that meets these hypotheses, a tuning scan can be confined to the interval between the roots.

## The neutral and the anion

With cation, neutral and anion energies `Ec`, `En` and `Ea`, the ionization energies are Ec − En for the neutral and En − Ea for the anion. At a tuned parameter both HOMO energies equal minus these values exactly when the roots coincide. The proof rewrites w1 = w2 as J = 0 and splits the sum of squares.

```lean
/-- For a neutral (HOMO energy `eN`) and its anion (HOMO energy `eA`), with total energies `Ec`,
`En`, `Ea` of cation, neutral and anion, and with strictly increasing violations that have positive
roots, a tuned parameter makes both HOMO energies equal to minus the ionization energies exactly
when the two violations have the same root. -/
theorem both_conditions_iff {eN eA Ec En Ea : ℝ → ℝ}
    (hf : StrictMonoOn (ionizationViolation eN Ec En) (Ioi 0))
    (hg : StrictMonoOn (ionizationViolation eA En Ea) (Ioi 0))
    (h1 : 0 < w1) (h2 : 0 < w2) (f0 : ionizationViolation eN Ec En w1 = 0)
    (g0 : ionizationViolation eA En Ea w2 = 0) {w : ℝ}
    (hw : IsTuned (ionizationViolation eN Ec En) (ionizationViolation eA En Ea) w) :
    (eN w = -(Ec w - En w) ∧ eA w = -(En w - Ea w)) ↔ w1 = w2 := by
  rw [← tuned_error_eq_zero_iff hf hg h1 h2 f0 g0 hw]
  simp only [tuningError, ionizationViolation]
  constructor
  · rintro ⟨a, b⟩
    rw [a, b]
    ring
  · intro h
    constructor
    · have : (-eN w - (Ec w - En w)) ^ 2 = 0 := by
        linarith [sq_nonneg (-eN w - (Ec w - En w)), sq_nonneg (-eA w - (En w - Ea w))]
      linarith [(pow_eq_zero_iff two_ne_zero).1 this]
    · have : (-eA w - (En w - Ea w)) ^ 2 = 0 := by
        linarith [sq_nonneg (-eN w - (Ec w - En w)), sq_nonneg (-eA w - (En w - Ea w))]
      linarith [(pow_eq_zero_iff two_ne_zero).1 this]
```

## Differentiability and nonzero slopes

If f and g have derivatives f′ and g′ at a tuned w, then J has derivative 2(f(w)f′ + g(w)g′) there. The point is a minimum in the interior of (0, ∞), so

f(w)f′ + g(w)g′ = 0.

Neither growth nor roots are needed. Lean turns the global minimum into a local one, since the positive numbers form a neighbourhood of w, and then applies `hasDerivAt_eq_zero`.

```lean
/-- At a tuned parameter the violations, weighted by their slopes, cancel. -/
theorem tuned_stationary {w f' g' : ℝ} (hw : IsTuned f g w)
    (hf : HasDerivAt f f' w) (hg : HasDerivAt g g' w) : f w * f' + g w * g' = 0 := by
  have hmin : IsLocalMin (tuningError f g) w :=
    Filter.mem_of_superset (Ioi_mem_nhds hw.1) (fun v hv => hw.2 v hv)
  have h := (hf.fun_pow 2).fun_add (hg.fun_pow 2)
  have hd : HasDerivAt (tuningError f g) (2 * (f w * f' + g w * g')) w :=
    h.congr_deriv (by norm_num; ring)
  linarith [hmin.hasDerivAt_eq_zero hd]
```

Now let w1 < w2, let the strictly increasing f and g be differentiable at both roots, and let g′(w1) and f′(w2) be nonzero. If w1 were tuned, f(w1) = 0 would leave g(w1)g′(w1) = 0. But g(w1) < g(w2) = 0 and the slope is nonzero, a contradiction. At w2 the same argument uses f(w2) > 0 and the slope of f. A tuned parameter therefore satisfies neither condition exactly. The theorem takes its membership in [w1, w2] as the hypothesis `hI`, which `optimal_tuning` supplies for continuous violations.

Strict growth alone allows a zero slope at a point. With f(w) = 2(w − 1) and g(w) = (w − 1)³ − 1, the roots are 1 and 2, g has zero slope at 1, and w = 1 is tuned. The cube-root example shows the same effect when differentiability fails at the roots.

```lean
/-- Let two strictly increasing violations have different positive roots and be differentiable at
both roots. If each has nonzero slope at the root of the other, a tuned parameter in the closed
interval between the roots is neither of them. -/
theorem tuned_strictly_between {w a b c d : ℝ} (hw : IsTuned f g w) (hI : w ∈ Icc w1 w2)
    (hg : StrictMonoOn g (Ioi 0)) (hf : StrictMonoOn f (Ioi 0))
    (h1 : 0 < w1) (h12 : w1 < w2) (f0 : f w1 = 0) (g0 : g w2 = 0)
    (f1 : HasDerivAt f a w1) (g1 : HasDerivAt g b w1) (hb : b ≠ 0)
    (f2 : HasDerivAt f c w2) (g2 : HasDerivAt g d w2) (hc : c ≠ 0) :
    w ∈ Ioo w1 w2 := by
  have h2 : 0 < w2 := h1.trans h12
  have gneg : g w1 < g w2 := hg h1 h2 h12
  have fpos : f w1 < f w2 := hf h1 h2 h12
  refine ⟨lt_of_le_of_ne hI.1 ?_, lt_of_le_of_ne hI.2 ?_⟩
  · intro h
    rw [← h] at hw
    have s := tuned_stationary hw f1 g1
    rw [f0, zero_mul, zero_add] at s
    rcases mul_eq_zero.1 s with s | s
    · linarith
    · exact hb s
  · intro h
    rw [h] at hw
    have s := tuned_stationary hw f2 g2
    rw [g0, zero_mul, add_zero] at s
    rcases mul_eq_zero.1 s with s | s
    · linarith
    · exact hc s
```

## Linear violations

If the roots are close, straight lines may approximate the violations between them. Let f(w) = a(w − w1) and g(w) = b(w − w2), with a, b, w1, w2 > 0 and the roots in either order. Set

c = (a²w1 + b²w2)/(a² + b²).

Expanding J gives

J(w) = (a² + b²)w² − 2(a²w1 + b²w2)w + a²w1² + b²w2².

The first two terms equal (a² + b²)(w − c)² − (a² + b²)c², and the remaining constant is

a²w1² + b²w2² − (a²w1 + b²w2)²/(a² + b²) = a²b²(w2 − w1)²/(a² + b²).

Hence

J(w) = (a² + b²)(w − c)² + a²b²(w2 − w1)²/(a² + b²).

The square vanishes only at w = c, which is positive, so c is the only tuned parameter and the last term is its error. The steeper violation pulls c towards its own root. In Lean the completed square is `key`, and the remaining steps compare its values at w and c. Without linearity this formula for c need not hold, and the cube-root example shows that uniqueness can fail too.

```lean
/-- For violations linear in the parameter, with positive slopes and positive roots, the only tuned
parameter is the average of the roots weighted by the squared slopes, and the remaining error is
proportional to the squared distance of the roots. -/
theorem linear_tuning {a b : ℝ} (ha : 0 < a) (hb : 0 < b) (h1 : 0 < w1) (h2 : 0 < w2) :
    (∀ w, IsTuned (fun v => a * (v - w1)) (fun v => b * (v - w2)) w ↔
      w = (a ^ 2 * w1 + b ^ 2 * w2) / (a ^ 2 + b ^ 2)) ∧
    tuningError (fun v => a * (v - w1)) (fun v => b * (v - w2))
      ((a ^ 2 * w1 + b ^ 2 * w2) / (a ^ 2 + b ^ 2)) =
      a ^ 2 * b ^ 2 * (w2 - w1) ^ 2 / (a ^ 2 + b ^ 2) := by
  have hs : 0 < a ^ 2 + b ^ 2 := by positivity
  have hs' : a ^ 2 + b ^ 2 ≠ 0 := hs.ne'
  obtain ⟨c, hc⟩ : ∃ c, c = (a ^ 2 * w1 + b ^ 2 * w2) / (a ^ 2 + b ^ 2) := ⟨_, rfl⟩
  have c0 : 0 < c := by rw [hc]; positivity
  -- complete the square
  have key : ∀ v, tuningError (fun v => a * (v - w1)) (fun v => b * (v - w2)) v =
      (a ^ 2 + b ^ 2) * (v - c) ^ 2 + a ^ 2 * b ^ 2 * (w2 - w1) ^ 2 / (a ^ 2 + b ^ 2) := by
    intro v
    rw [hc]
    simp only [tuningError]
    field_simp
    ring
  rw [← hc]
  refine ⟨fun w => ⟨fun h => ?_, fun h => ?_⟩, ?_⟩
  · by_contra hne
    have hle := h.2 c c0
    rw [key w, key c, sub_self] at hle
    have hne' : w - c ≠ 0 := sub_ne_zero.2 hne
    have hpos : 0 < (a ^ 2 + b ^ 2) * (w - c) ^ 2 := by positivity
    linarith
  · rw [h]
    refine ⟨c0, fun v _ => ?_⟩
    rw [key v, key c, sub_self]
    have hnn : 0 ≤ (a ^ 2 + b ^ 2) * (v - c) ^ 2 := by positivity
    linarith
  · rw [key c]
    ring

end

end OptimalTuning
```

```lean
#print axioms OptimalTuning.optimal_tuning
-- 'OptimalTuning.optimal_tuning' depends on axioms: [propext, Classical.choice, Quot.sound]
#print axioms OptimalTuning.both_conditions_iff
-- 'OptimalTuning.both_conditions_iff' depends on axioms: [propext, Classical.choice, Quot.sound]
#print axioms OptimalTuning.tuned_strictly_between
-- 'OptimalTuning.tuned_strictly_between' depends on axioms: [propext, Classical.choice, Quot.sound]
#print axioms OptimalTuning.linear_tuning
-- 'OptimalTuning.linear_tuning' depends on axioms: [propext, Classical.choice, Quot.sound]
```
